# The two nearest-neighbour singlet coverings of a ring of \(2m\) spins 1/2 have overlap of modulus \(2^{1-m}\)

## A ring stored as two-site cells

The \(2m\) sites of the ring are grouped into \(m\) cells, and cell \(k\) holds the spins at sites \(2k\) and \(2k+1\). The cell index is an integer modulo \(m\), which closes the ring. One covering then places a singlet inside each cell, and the other is obtained from it by a translation of one site.

This choice also orients the bonds. A singlet changes sign when its two spins are exchanged, so the sign of the overlap depends on the order in which each bond is read. Here every bond is read in the same direction around the ring. The modulus does not depend on this convention.

## Two dimer states

Write \(a_k\) and \(b_k\) for the spins at sites \(2k\) and \(2k+1\), and \(c\) for the whole configuration. The singlet amplitude \(f\) is

\[
f(\uparrow,\downarrow)=\tfrac{1}{\sqrt2},\qquad f(\downarrow,\uparrow)=-\tfrac{1}{\sqrt2},\qquad f(\uparrow,\uparrow)=f(\downarrow,\downarrow)=0 .
\]

The even and odd coverings are

\[
E(c)=\prod_k f(a_k,b_k),\qquad O(c)=\prod_k f(b_k,a_{k+1}).
\]

For \(m\ge3\) these are the familiar ground states of the Majumdar–Ghosh chain, the antiferromagnetic Heisenberg ring whose second-neighbour coupling is half the nearest-neighbour one. No Hamiltonian enters the file, which concerns the two states and not their energy. For such a ring, their independence gives a ground level that is at least twofold degenerate, and their non-zero overlap means that they must be orthogonalised before they serve as an orthonormal basis.

## The statement in words

For every \(m\ge1\), both coverings are normalised and

\[
\langle E|O\rangle = 2\left(-\tfrac12\right)^m,\qquad |\langle E|O\rangle| = 2^{1-m}.
\]

A configuration contributes to this overlap exactly when it is one of the two Néel configurations. For \(m\ge2\) the coverings are linearly independent over \(\mathbb C\), and the overlap tends to zero as \(m\) grows.

In Lean, `Config m` is the type of configurations, with `true` for up. A state is a function `Config m → ℂ`, that is, a vector of \(2^{2m}\) amplitudes in the \(S^z\) product basis. `evenDimer` and `oddDimer` are \(E\) and \(O\), and `overlap` is the Hermitian product, conjugate-linear in its first argument. `neel m s` has spin `s` on the even sites and the opposite spin on the odd ones. The assumption `[NeZero m]` says that the ring has at least one cell.

## The overlap by hand

**Normalisation.** The sum over configurations factorises into one sum per cell:

\[
\langle E|E\rangle=\prod_k\sum_{x,y}|f(x,y)|^2=\left(\tfrac12+\tfrac12\right)^m=1 .
\]

Since \(O\) is \(E\) evaluated on the translated configuration, and translation permutes the configurations, \(\langle O|O\rangle=1\) as well.

**Contributing configurations.** The product \(E(c)^*O(c)\) is non-zero only if \(a_k\ne b_k\) and \(b_k\ne a_{k+1}\) for all \(k\). A spin has two values, so \(a_{k+1}=a_k\). All \(a_k\) therefore equal \(a_0\), and all \(b_k\) are opposite to it. These are the two Néel configurations, and both satisfy the conditions.

**Their value.** In a Néel configuration each cell supplies one factor from each covering, with the spins in opposite order:

\[
f(x,\bar x)^*f(\bar x,x)=-\tfrac12 ,
\]

where \(\bar x\) is the spin opposite to \(x\). Each configuration thus gives \((-1/2)^m\), and the two together give \(w=\langle E|O\rangle=2(-1/2)^m\). Its modulus is \(2\cdot2^{-m}=2^{1-m}\), which tends to zero.

**Independence.** Suppose \(\alpha E+\beta O=0\). Since \(w\) is real, projecting on \(E\) and on \(O\) gives

\[
\alpha+\beta w=0,\qquad \alpha w+\beta=0 .
\]

Subtracting \(w\) times the second equation from the first gives \(\alpha(1-w^2)=0\). For \(m\ge2\) we have \(|w|\le\tfrac12\), so \(\alpha=0\), and then \(\beta=0\).

## Two spins: independence fails

Without the condition \(m\ge2\), take \(m=1\). Both bonds now join the same two sites, read in opposite orders, so \(O(c)=f(b_0,a_0)=-f(a_0,b_0)=-E(c)\). Hence \(E+O=0\), in agreement with the overlap \(2(-1/2)=-1\).

## The Lean file

```lean
import Mathlib

open Filter Topology
open scoped ComplexConjugate

namespace MajumdarGhoshOverlap

noncomputable section

/-- A spin configuration of a ring of `2m` sites: cell `k` holds the spins at the sites
`2k` and `2k+1`, with `true` for up and `false` for down. -/
abbrev Config (m : ℕ) := ZMod m → Bool × Bool

/-- Translation by one site: the new cell `k` holds the old spins at `2k+1` and `2k+2`. -/
def translate (m : ℕ) : Equiv.Perm (Config m) where
  toFun c k := ((c k).2, (c (k + 1)).1)
  invFun c k := ((c (k - 1)).2, (c k).1)
  left_inv c := by funext k; simp
  right_inv c := by funext k; simp

/-- The Néel configuration with spin `s` on the even sites and the opposite spin on the
odd sites. -/
def neel (m : ℕ) (s : Bool) : Config m := fun _ => (s, !s)

/-- The two-spin singlet `(↑↓ - ↓↑)/√2`, as an amplitude on pairs of spins. -/
def singlet (p : Bool × Bool) : ℂ :=
  if p.1 = p.2 then 0
  else if p.1 then ((Real.sqrt 2 : ℝ) : ℂ)⁻¹ else -((Real.sqrt 2 : ℝ) : ℂ)⁻¹

variable (m : ℕ) [NeZero m]

/-- The covering with singlets on the bonds `(2k, 2k+1)`. -/
def evenDimer (c : Config m) : ℂ := ∏ k, singlet (c k)

/-- The covering with singlets on the bonds `(2k+1, 2k+2)`, closed around the ring. -/
def oddDimer (c : Config m) : ℂ := evenDimer m (translate m c)

/-- The Hermitian overlap `⟨ψ|φ⟩` of two states of the ring. -/
def overlap (ψ φ : Config m → ℂ) : ℂ := ∑ c, conj (ψ c) * φ c

omit [NeZero m] in
/-- Each of the two antiparallel configurations has probability `1/2` in the singlet, and exchanging
the two spins reverses the sign of the amplitude. -/
theorem singlet_mul (s : Bool) :
    conj (singlet (s, !s)) * singlet (s, !s) = 1 / 2 ∧
      conj (singlet (s, !s)) * singlet (!s, s) = -1 / 2 := by
  have h2 : ((Real.sqrt 2 : ℝ) : ℂ) * ((Real.sqrt 2 : ℝ) : ℂ) = 2 := by
    rw [← Complex.ofReal_mul, Real.mul_self_sqrt (by norm_num)]
    norm_num
  have hsq : ((Real.sqrt 2 : ℝ) : ℂ)⁻¹ * ((Real.sqrt 2 : ℝ) : ℂ)⁻¹ = 1 / 2 := by
    rw [← mul_inv, h2]
    norm_num
  have hc : conj (((Real.sqrt 2 : ℝ) : ℂ)⁻¹) = ((Real.sqrt 2 : ℝ) : ℂ)⁻¹ := by
    rw [map_inv₀, Complex.conj_ofReal]
  have ht : singlet (true, false) = ((Real.sqrt 2 : ℝ) : ℂ)⁻¹ := by simp [singlet]
  have hf : singlet (false, true) = -((Real.sqrt 2 : ℝ) : ℂ)⁻¹ := by simp [singlet]
  cases s <;> simp only [Bool.not_false, Bool.not_true, ht, hf, map_neg, hc] <;>
    exact ⟨by linear_combination hsq, by linear_combination (-1 : ℂ) * hsq⟩

/-- Both singlet coverings are normalised. -/
theorem dimers_normalised :
    overlap m (evenDimer m) (evenDimer m) = 1 ∧
      overlap m (oddDimer m) (oddDimer m) = 1 := by
  have hs : ∑ p : Bool × Bool, conj (singlet p) * singlet p = 1 := by
    have h1 := (singlet_mul true).1
    have h2 := (singlet_mul false).1
    have hz : ∀ s, singlet (s, s) = 0 := by intro s; simp [singlet]
    simp only [Bool.not_true, Bool.not_false] at h1 h2
    simp only [Fintype.sum_prod_type, Fintype.sum_bool, hz, h1, h2, mul_zero]
    norm_num
  -- the sum over configurations factorises into one sum per bond
  have he : overlap m (evenDimer m) (evenDimer m) = 1 := by
    have h : ∏ _k : ZMod m, ∑ p : Bool × Bool, conj (singlet p) * singlet p
        = ∑ c : Config m, ∏ k, conj (singlet (c k)) * singlet (c k) := by
      rw [Finset.prod_univ_sum, Fintype.piFinset_univ]
    simp only [overlap, evenDimer, map_prod, ← Finset.prod_mul_distrib]
    rw [← h]
    simp only [hs, Finset.prod_const_one]
  -- translation only relabels the configurations
  exact ⟨he, (Equiv.sum_comp (translate m)
    (fun c => conj (evenDimer m c) * evenDimer m c)).trans he⟩

/-- The even covering has a nonzero amplitude exactly on the configurations whose spins are
antiparallel on every bond `(2k, 2k+1)`. -/
theorem evenDimer_ne_zero_iff (c : Config m) :
    evenDimer m c ≠ 0 ↔ ∀ k, (c k).1 ≠ (c k).2 := by
  have h : ∀ p : Bool × Bool, singlet p ≠ 0 ↔ p.1 ≠ p.2 := by
    rintro ⟨_ | _, _ | _⟩ <;> simp [singlet]
  simp only [evenDimer, Finset.prod_ne_zero_iff, h, Finset.mem_univ, true_imp_iff]

/-- A configuration contributes to the overlap of the two coverings exactly when it is a
Néel configuration. -/
theorem contribution_ne_zero_iff (c : Config m) :
    conj (evenDimer m c) * oddDimer m c ≠ 0 ↔ ∃ s, c = neel m s := by
  rw [mul_ne_zero_iff, map_ne_zero, oddDimer, evenDimer_ne_zero_iff, evenDimer_ne_zero_iff]
  constructor
  · rintro ⟨h1, h2⟩
    have key : ∀ x y z : Bool, x ≠ y → y ≠ z → z = x := by decide
    have flip : ∀ x y : Bool, x ≠ y → y = !x := by decide
    -- two antiparallel bonds in a row return the same spin
    have hstep : ∀ k, (c (k + 1)).1 = (c k).1 := fun k => key _ _ _ (h1 k) (h2 k)
    have hconst : ∀ n : ℕ, (c (n : ZMod m)).1 = (c 0).1 := by
      intro n
      induction n with
      | zero => rw [Nat.cast_zero]
      | succ n ih => rw [Nat.cast_succ, hstep, ih]
    refine ⟨(c 0).1, funext fun k => ?_⟩
    have hk : (c k).1 = (c 0).1 := by
      have h := hconst k.val
      rwa [ZMod.natCast_zmod_val] at h
    exact Prod.ext hk ((flip _ _ (h1 k)).trans (congrArg Bool.not hk))
  · rintro ⟨s, rfl⟩
    constructor <;> intro k <;> cases s <;> simp [neel, translate]

/-- Each Néel configuration contributes `(-1/2)^m` to the overlap. -/
theorem neel_contribution (s : Bool) :
    conj (evenDimer m (neel m s)) * oddDimer m (neel m s) = (-1 / 2) ^ m := by
  have h : ∀ k, conj (singlet (neel m s k)) * singlet (translate m (neel m s) k) = -1 / 2 :=
    fun _ => (singlet_mul s).2
  simp only [oddDimer, evenDimer, map_prod, ← Finset.prod_mul_distrib, h,
    Finset.prod_const, Finset.card_univ, ZMod.card]

/-- The overlap of the two singlet coverings of a ring of `2m` spins is `2 (-1/2)^m`. -/
theorem overlap_dimers : overlap m (evenDimer m) (oddDimer m) = 2 * (-1 / 2) ^ m := by
  have hne : neel m true ≠ neel m false := by
    intro h
    have h0 := congrFun h 0
    simp [neel] at h0
  -- discard every configuration that is not a Néel configuration
  have hsum : overlap m (evenDimer m) (oddDimer m)
      = ∑ c ∈ {neel m true, neel m false}, conj (evenDimer m c) * oddDimer m c := by
    refine (Finset.sum_subset (Finset.subset_univ _) fun c _ hc => ?_).symm
    by_contra h
    obtain ⟨s, rfl⟩ := (contribution_ne_zero_iff m c).1 h
    apply hc
    cases s <;> simp
  rw [hsum, Finset.sum_pair hne, neel_contribution, neel_contribution]
  ring

/-- The overlap of the two singlet coverings has absolute value `2^(1-m)`. -/
theorem norm_overlap_dimers :
    ‖overlap m (evenDimer m) (oddDimer m)‖ = (2 : ℝ) ^ (1 - (m : ℤ)) := by
  have h : ‖(-1 / 2 : ℂ)‖ = 1 / 2 := by simp
  rw [overlap_dimers, norm_mul, norm_pow, h, zpow_sub₀ two_ne_zero, zpow_one, zpow_natCast]
  simp [div_eq_mul_inv]

/-- On a ring of at least four spins the two singlet coverings are linearly independent. -/
theorem dimers_linearIndependent (hm : 2 ≤ m) :
    LinearIndependent ℂ ![evenDimer m, oddDimer m] := by
  rw [LinearIndependent.pair_iff]
  intro s t h
  -- project the vanishing combination on an arbitrary state
  have lin : ∀ χ, s * overlap m χ (evenDimer m) + t * overlap m χ (oddDimer m) = 0 := by
    intro χ
    have e : s * overlap m χ (evenDimer m) + t * overlap m χ (oddDimer m)
        = overlap m χ (s • evenDimer m + t • oddDimer m) := by
      simp only [overlap, Pi.add_apply, Pi.smul_apply, smul_eq_mul, mul_add,
        Finset.sum_add_distrib, Finset.mul_sum]
      congr 1 <;> exact Finset.sum_congr rfl fun _ _ => by ring
    rw [e, h]
    simp [overlap]
  have hsym : overlap m (oddDimer m) (evenDimer m)
      = overlap m (evenDimer m) (oddDimer m) := by
    have e : overlap m (oddDimer m) (evenDimer m)
        = conj (overlap m (evenDimer m) (oddDimer m)) := by
      simp [overlap, map_sum, mul_comm]
    have h2 : conj (2 : ℂ) = 2 := by
      apply Complex.ext <;> simp
    rw [e, overlap_dimers]
    simp [h2]
  have hle : ‖overlap m (evenDimer m) (oddDimer m)‖ ≤ 1 / 2 := by
    rw [norm_overlap_dimers]
    calc (2 : ℝ) ^ (1 - (m : ℤ)) ≤ 2 ^ (-1 : ℤ) :=
          zpow_le_zpow_right₀ (by norm_num) (by omega)
      _ = 1 / 2 := by norm_num
  have e1 := lin (evenDimer m)
  have e2 := lin (oddDimer m)
  rw [(dimers_normalised m).1] at e1
  rw [(dimers_normalised m).2, hsym] at e2
  generalize overlap m (evenDimer m) (oddDimer m) = w at e1 e2 hle
  have hw : 1 - w * w ≠ 0 := by
    intro h0
    have h1 := congrArg norm (sub_eq_zero.1 h0)
    rw [norm_mul, norm_one] at h1
    nlinarith [norm_nonneg w]
  have hs : s = 0 := by
    have h0 : s * (1 - w * w) = 0 := by linear_combination e1 - w * e2
    exact (mul_eq_zero.1 h0).resolve_right hw
  exact ⟨hs, by linear_combination e2 - w * hs⟩

/-- The overlap of the two singlet coverings tends to zero as the ring grows. -/
theorem dimers_asymptotically_orthogonal :
    Tendsto (fun n : ℕ => overlap (n + 1) (evenDimer (n + 1)) (oddDimer (n + 1)))
      atTop (𝓝 0) := by
  simp only [overlap_dimers]
  have hlt : ‖(-1 / 2 : ℂ)‖ < 1 := by
    have h : ‖(-1 / 2 : ℂ)‖ = 1 / 2 := by simp
    rw [h]
    norm_num
  have h := ((tendsto_pow_atTop_nhds_zero_of_norm_lt_one hlt).comp
    (tendsto_add_atTop_nat 1)).const_mul 2
  rw [mul_zero] at h
  exact h

/-- For only two spins the two coverings are the same state up to a sign. -/
theorem two_spins_dependent : oddDimer 1 = -evenDimer 1 := by
  funext c
  change evenDimer 1 (translate 1 c) = -evenDimer 1 c
  unfold evenDimer
  rw [Fintype.prod_subsingleton _ (0 : ZMod 1), Fintype.prod_subsingleton _ (0 : ZMod 1)]
  change singlet ((c 0).2, (c (0 + 1)).1) = -singlet (c 0)
  rw [show (0 + 1 : ZMod 1) = 0 from Subsingleton.elim _ _]
  rcases c 0 with ⟨_ | _, _ | _⟩ <;> simp [singlet]

end

end MajumdarGhoshOverlap
```

```lean
#print axioms MajumdarGhoshOverlap.overlap_dimers
#print axioms MajumdarGhoshOverlap.dimers_linearIndependent
#print axioms MajumdarGhoshOverlap.dimers_asymptotically_orthogonal
#print axioms MajumdarGhoshOverlap.two_spins_dependent
```

```
'MajumdarGhoshOverlap.overlap_dimers' depends on axioms: [propext, Classical.choice, Quot.sound]
'MajumdarGhoshOverlap.dimers_linearIndependent' depends on axioms: [propext, Classical.choice, Quot.sound]
'MajumdarGhoshOverlap.dimers_asymptotically_orthogonal' depends on axioms: [propext, Classical.choice, Quot.sound]
'MajumdarGhoshOverlap.two_spins_dependent' depends on axioms: [propext, Classical.choice, Quot.sound]
```

## From single bonds to the overlap

`singlet_mul` computes the two products on an antiparallel pair: \(1/2\) for equal order and \(-1/2\) for exchanged order. `dimers_normalised` uses the first. `Finset.prod_univ_sum` is the factorisation over cells, and `Equiv.sum_comp` relabels the sum by the permutation `translate m`.

`evenDimer_ne_zero_iff` says that a product of singlets is non-zero exactly when every bond is antiparallel. `contribution_ne_zero_iff` applies it to \(c\) and to its translate. There `hstep` is the step \(a_{k+1}=a_k\), and the induction in `hconst` carries it around the ring from cell 0.

`neel_contribution` multiplies the \(m\) factors \(-1/2\). `overlap_dimers` then restricts the full sum to the two Néel configurations with `Finset.sum_subset`, after checking that they are distinct, and adds their contributions. `norm_overlap_dimers` takes the modulus, with an integer exponent because \(1-m\) is zero or negative.

## Independence and the limit

In `dimers_linearIndependent` the coefficients \(\alpha,\beta\) are called `s` and `t`. The step `lin` projects the vanishing combination on an arbitrary state, `hsym` shows that the overlap is the same in both orders, and `hle` bounds it by \(1/2\); this is where `hm : 2 ≤ m` enters. The calls to `linear_combination` carry out the elimination above.

`dimers_asymptotically_orthogonal` is the convergence of a geometric sequence of ratio \(-1/2\), with \(m=n+1\) so that every ring in the sequence has a cell. `two_spins_dependent` proves the counter-example by checking the four configurations of two spins.
